# State counting for the linear rigid rotor: $N(e) = (L+1)^2$ and $N(e)/e \to 1$

## Definitions and conventions

A state here means one of the standard energy eigenstates of the linear rigid rotor, labelled by a pair $(l,m)$ of integers with $l \ge 0$ and $|m| \le l$. In units of the rotational constant $B = \hbar^2/2I$, with $I$ the moment of inertia, its energy is $\varepsilon_l = l(l+1)$. For a real energy $e$, $N(e)$ is the number of states with $\varepsilon_l \le e$, so a level lying exactly at $e$ is counted, and $L$ is the largest $l$ with $\varepsilon_l \le e$. A value of $l$, or a state, is called occupied if its energy is at most $e$; no thermal population or filling by particles is meant.

## Claim and derivation

For $e \ge 0$ such an $L$ exists, $N(e) = (L+1)^2$ and $|N(e) - e| \le L+1$; moreover $N(e)/e \to 1$ as $e \to \infty$.

1. The value $l = 0$ is occupied because $\varepsilon_0 = 0 \le e$, and every occupied $l$ obeys $l \le l(l+1) \le e$, so a largest one exists.
2. Since $\varepsilon_l$ increases strictly, $L$ is the largest occupied value exactly when $L(L+1) \le e < (L+1)(L+2)$, and the occupied values are $l = 0, \dots, L$.
3. Shell $l$ holds $2l+1$ values of $m$, and $\sum_{l=0}^{L} (2l+1) = (L+1)^2$ by induction, since $(n+1)^2 + 2(n+1) + 1 = (n+2)^2$.
4. We have $(L+1)^2 - L(L+1) = L+1$ and $(L+1)^2 - (L+1)(L+2) = -(L+1)$, so step 2 gives
$$-(L+1) < N(e) - e \le L+1,$$
with equality on the right at $e = L(L+1)$.
5. From $L^2 \le L(L+1) \le e$ follows $L \le \sqrt e$, hence $|N(e) - e| \le \sqrt e + 1$, and for $e > 0$
$$\left|\frac{N(e)}{e} - 1\right| \le \frac{1}{\sqrt e} + \frac1e \to 0 .$$

The levels begin $0, 2, 6, 12$. For $e = 10$ this gives $L = 2$, $N = 1+3+5 = 9$ and $N - e = -1$, within the bound $3$, which is reached at $e = 6$. In the lowest window $0 \le e < 2$ one has $L = 0$, $N = 1$, and $N - e = 1 - e$ runs over $(-1, 1]$.

Classically, the orientations cover a solid angle $4\pi$ and at each orientation the angular momentum $J$, a vector perpendicular to the rotor axis with energy $|J|^2/2I$, has energy at most $eB$ on a disc of area $2\pi I B e$; dividing the product by $(2\pi\hbar)^2$ gives $e$. The limit is thus Weyl's leading asymptotics for one spectrum known in closed form. The average density of one state per $B$ is what gives the high-temperature partition function $k_BT/B$ ($T$ the temperature, $k_B$ Boltzmann's constant) of a rigid linear rotor without nuclear-spin restrictions. A program that truncates a rotor basis at energy $e$ can take $L = \lfloor \sqrt{e + 1/4} - 1/2 \rfloor$ and allocate $(L+1)^2$ functions. The phase-space volume, the partition function and this closed form for $L$ appear in none of the Lean theorems.

## Formal development

```lean
import Mathlib

open Filter Topology

namespace RigidRotorCounting

noncomputable section

/-- Energy `l(l+1)` of the rotor level `l`, in units of the rotational constant. -/
def level (l : ℕ) : ℝ := (l : ℝ) * ((l : ℝ) + 1)

/-- The rotor states `(l, m)`, `|m| ≤ l`, whose energy is at most `e`. -/
def statesBelow (e : ℝ) : Set (ℕ × ℤ) := {s | |s.2| ≤ (s.1 : ℤ) ∧ level s.1 ≤ e}

/-- The counting function: the number of rotor states with energy at most `e`. -/
def N (e : ℝ) : ℕ := (statesBelow e).ncard

/-- `L` is the highest angular momentum whose level lies at or below the energy `e`. -/
def IsTop (e : ℝ) (L : ℕ) : Prop := IsGreatest {l : ℕ | level l ≤ e} L
```

Here `level l` is $\varepsilon_l$, and a state `s : ℕ × ℤ` has $l$ as `s.1` and $m$ as `s.2`. The spectrum and the range $|m| \le l$ enter as definitions: no Hilbert space or angular-momentum operator appears, and centrifugal distortion and spin statistics are absent. The number $2l+1$ is obtained by counting the allowed $m$. `IsTop e L` says that $L$ is occupied and bounds every occupied $l$. Because `Set.ncard` returns 0 on an infinite set, finiteness of `statesBelow e` is proved along with the count.

```lean
/-- The level energy increases strictly with `l`. -/
theorem level_strictMono : StrictMono level := by
  intro a b hab
  have h : (a : ℝ) < b := by exact_mod_cast hab
  have ha : (0 : ℝ) ≤ a := Nat.cast_nonneg a
  unfold level
  nlinarith

/-- `L` is the highest occupied angular momentum exactly when `e` lies at or above
level `L` and strictly below level `L + 1`. -/
theorem isTop_iff (e : ℝ) (L : ℕ) : IsTop e L ↔ level L ≤ e ∧ e < level (L + 1) := by
  constructor
  · rintro ⟨h1, h2⟩
    refine ⟨h1, lt_of_not_ge fun h => ?_⟩
    have h3 : L + 1 ≤ L := h2 h
    omega
  · rintro ⟨h1, h2⟩
    refine ⟨h1, fun l hl => ?_⟩
    have hl' : level l ≤ e := hl
    have h3 : l < L + 1 := level_strictMono.lt_iff_lt.mp (lt_of_le_of_lt hl' h2)
    omega
```

These two theorems are step 2. In `isTop_iff`, an occupied level $L+1$ would force $L+1 \le L$; conversely $\varepsilon_l \le e < \varepsilon_{L+1}$ gives $l < L+1$ by strict monotonicity.

```lean
/-- For every energy `e ≥ 0` there is a highest occupied angular momentum. -/
theorem exists_top {e : ℝ} (he : 0 ≤ e) : ∃ L, IsTop e L := by
  have hne : ({l : ℕ | level l ≤ e}).Nonempty := by
    refine ⟨0, ?_⟩
    show level 0 ≤ e
    simpa [level] using he
  obtain ⟨n, hn⟩ := exists_nat_gt e
  -- occupied l obey l ≤ l(l+1) ≤ e < n
  have hb : BddAbove {l : ℕ | level l ≤ e} := by
    refine ⟨n, fun l hl => ?_⟩
    have hl' : (l : ℝ) * ((l : ℝ) + 1) ≤ e := hl
    have h : (l : ℝ) ≤ n := by nlinarith [mul_self_nonneg (l : ℝ)]
    exact_mod_cast h
  exact ⟨_, Nat.sSup_mem hne hb, fun l hl => le_csSup hb hl⟩
```

This is step 1, with a natural number $n > e$ as the upper bound. The supremum of the occupied set is the witness: `Nat.sSup_mem` puts it in the set and `le_csSup` makes it the greatest element.

```lean
/-- Summing the number of integers `m` with `-l ≤ m ≤ l` over `l = 0, …, L`
gives `(L+1)²`. -/
theorem card_shells (L : ℕ) :
    ∑ l ∈ Finset.range (L + 1), (Finset.Icc (-(l : ℤ)) (l : ℤ)).card = (L + 1) ^ 2 := by
  -- degeneracy 2l + 1 of a single shell
  have hdeg : ∀ l : ℕ, (Finset.Icc (-(l : ℤ)) (l : ℤ)).card = 2 * l + 1 := by
    intro l
    rw [Int.card_Icc]
    omega
  rw [Finset.sum_congr rfl fun l _ => hdeg l]
  induction L with
  | zero => simp
  | succ n ih =>
    rw [Finset.sum_range_succ, ih]
    ring

/-- If `L` is the highest occupied angular momentum, the states with energy at most `e`
are finitely many and their number is `(L+1)²`. -/
theorem count_eq {e : ℝ} {L : ℕ} (h : IsTop e L) :
    (statesBelow e).Finite ∧ N e = (L + 1) ^ 2 := by
  -- the occupied states are the full shells l = 0, …, L
  have hset : statesBelow e =
      ↑(((Finset.range (L + 1)).sigma fun l : ℕ => Finset.Icc (-(l : ℤ)) (l : ℤ)).map
        (Equiv.sigmaEquivProd ℕ ℤ).toEmbedding) := by
    ext ⟨l, m⟩
    rw [Finset.mem_coe, Finset.mem_map_equiv, Finset.mem_sigma]
    change (|m| ≤ (l : ℤ) ∧ level l ≤ e) ↔
      l ∈ Finset.range (L + 1) ∧ m ∈ Finset.Icc (-(l : ℤ)) (l : ℤ)
    rw [Finset.mem_range, Finset.mem_Icc, abs_le]
    constructor
    · rintro ⟨hm, hl⟩
      have h3 : l ≤ L := h.2 hl
      exact ⟨by omega, hm⟩
    · rintro ⟨hl, hm⟩
      have h3 : l ≤ L := by omega
      exact ⟨hm, le_trans (level_strictMono.monotone h3) h.1⟩
  constructor
  · rw [hset]
    exact Finset.finite_toSet _
  · unfold N
    rw [hset, Set.ncard_coe_finset, Finset.card_map, Finset.card_sigma]
    exact card_shells L
```

Step 3 comes in two parts. In `card_shells`, `hdeg` is the degeneracy $2l+1$ and the induction sums it; `Finset.range (L + 1)` is $\{0, \dots, L\}$. In `count_eq`, `hset` identifies the occupied states with the shells $l = 0, \dots, L$. The method is reusable for a finite set given by a predicate: exhibit it as a coerced `Finset`, after which `Finset.finite_toSet` gives finiteness and `Set.ncard_coe_finset` turns `ncard` into `card`. Labels whose range depends on another label are built with `sigma`, and `Finset.card_sigma` turns the count into a sum over shells.

```lean
/-- With `L` the highest occupied angular momentum, `N(e) - e` is strictly above
`-(L+1)` and at most `L+1`. -/
theorem count_sub_bounds {e : ℝ} {L : ℕ} (h : IsTop e L) :
    -((L : ℝ) + 1) < (N e : ℝ) - e ∧ (N e : ℝ) - e ≤ (L : ℝ) + 1 := by
  obtain ⟨h1, h2⟩ := (isTop_iff e L).mp h
  rw [(count_eq h).2]
  unfold level at h1 h2
  push_cast at h1 h2 ⊢
  constructor
  · nlinarith
  · nlinarith

/-- At the energy of level `L` the count exceeds the energy by exactly `L+1`. -/
theorem count_sub_at_level (L : ℕ) : (N (level L) : ℝ) - level L = (L : ℝ) + 1 := by
  have h : IsTop (level L) L :=
    (isTop_iff _ L).mpr ⟨le_rfl, level_strictMono (Nat.lt_succ_self L)⟩
  rw [(count_eq h).2]
  unfold level
  push_cast
  ring
```

Both belong to step 4. The first inserts $N = (L+1)^2$ and closes each inequality against one side of the window by `nlinarith`. The second shows that $L$ is the top value at $e = \varepsilon_L$, after which `ring` checks $(L+1)^2 - L(L+1) = L+1$.

```lean
/-- For `e ≥ 0` the count deviates from the energy by at most `√e + 1`. -/
theorem abs_count_sub_le_sqrt {e : ℝ} (he : 0 ≤ e) :
    |(N e : ℝ) - e| ≤ Real.sqrt e + 1 := by
  obtain ⟨L, h⟩ := exists_top he
  obtain ⟨h1, h2⟩ := count_sub_bounds h
  have h3 : (L : ℝ) * ((L : ℝ) + 1) ≤ e := h.1
  have hL : (0 : ℝ) ≤ L := Nat.cast_nonneg L
  -- L² ≤ L(L+1) ≤ e
  have h4 : (L : ℝ) ≤ Real.sqrt e := Real.le_sqrt_of_sq_le (by nlinarith)
  rw [abs_le]
  constructor
  · linarith
  · linarith

/-- The ratio `N(e)/e` tends to 1 as the energy tends to infinity. -/
theorem count_div_tendsto : Tendsto (fun e : ℝ => (N e : ℝ) / e) atTop (𝓝 1) := by
  rw [tendsto_iff_norm_sub_tendsto_zero]
  have hg : Tendsto (fun e : ℝ => (Real.sqrt e)⁻¹ + e⁻¹) atTop (𝓝 (0 + 0)) :=
    (tendsto_inv_atTop_zero.comp Real.tendsto_sqrt_atTop).add tendsto_inv_atTop_zero
  rw [add_zero] at hg
  refine squeeze_zero' (Eventually.of_forall fun e => norm_nonneg _) ?_ hg
  filter_upwards [eventually_gt_atTop (0 : ℝ)] with e he
  have hs : 0 < Real.sqrt e := Real.sqrt_pos.mpr he
  have h1 : Real.sqrt e / e = (Real.sqrt e)⁻¹ := by
    rw [div_eq_iff he.ne', eq_inv_mul_iff_mul_eq₀ hs.ne']
    exact Real.mul_self_sqrt he.le
  have h2 : (N e : ℝ) / e - 1 = ((N e : ℝ) - e) / e := by
    rw [sub_div, div_self he.ne']
  -- |N/e - 1| ≤ (√e + 1)/e
  rw [Real.norm_eq_abs, h2, abs_div, abs_of_pos he, ← h1, ← one_div e, ← add_div]
  exact div_le_div_of_nonneg_right (abs_count_sub_le_sqrt he.le) he.le
```

Step 5 uses `h4` for $L \le \sqrt e$. In the limit theorem `hg` states $1/\sqrt e + 1/e \to 0$, and `squeeze_zero'` needs the comparison only eventually, so `filter_upwards` restricts to $e > 0$. There `h2` writes $N/e - 1 = (N - e)/e$ and `h1` writes $\sqrt e/e = 1/\sqrt e$.

```lean
/-- State counting for the rigid rotor: for every `e ≥ 0` there is a highest occupied `L`,
the states of energy at most `e` are finitely many, `N(e) = (L+1)²` and `|N(e) - e| ≤ L+1`;
and `N(e)/e` tends to 1 as `e` tends to infinity. -/
theorem rotor_state_counting :
    (∀ e : ℝ, 0 ≤ e → ∃ L : ℕ, IsTop e L ∧ (statesBelow e).Finite ∧
      N e = (L + 1) ^ 2 ∧ |(N e : ℝ) - e| ≤ (L : ℝ) + 1) ∧
    Tendsto (fun e : ℝ => (N e : ℝ) / e) atTop (𝓝 1) := by
  refine ⟨fun e he => ?_, count_div_tendsto⟩
  obtain ⟨L, h⟩ := exists_top he
  obtain ⟨h1, h2⟩ := count_sub_bounds h
  exact ⟨L, h, (count_eq h).1, (count_eq h).2, abs_le.mpr ⟨h1.le, h2⟩⟩

end

end RigidRotorCounting
```

In words: for every real $e \ge 0$ there is a natural number $L$ that is the highest occupied angular momentum, the states at or below $e$ form a finite set, their number is $(L+1)^2$, and it differs from $e$ by at most $L+1$; and $N(e)/e$ tends to 1 as $e$ goes to infinity through all real values, not only through the levels. The strict lower bound, the equality at each level and the $\sqrt e + 1$ estimate stand in `count_sub_bounds`, `count_sub_at_level` and `abs_count_sub_le_sqrt`.

```lean
#print axioms RigidRotorCounting.count_sub_at_level
#print axioms RigidRotorCounting.rotor_state_counting
```

```
'RigidRotorCounting.count_sub_at_level' depends on axioms: [propext, Classical.choice, Quot.sound]
'RigidRotorCounting.rotor_state_counting' depends on axioms: [propext, Classical.choice, Quot.sound]
```
